# A positive semilocal potential in N independent radial functions needs at least N separable terms

## One angular-momentum channel and its matrices

A semilocal pseudopotential acts on each angular momentum l through its own radial potential V_l(r). After a common local part V_loc(r) has been split off, the channel keeps the difference w(r) = V_l(r) − V_loc(r), often written δV_l. The question is how many separable terms reproduce the matrix of w exactly.

The basis consists of N real radial functions f_i, with i = 0, ..., N−1. They are reduced functions (r times the radial part), so the volume factor r² is already absorbed. The semilocal matrix is

M_ij = ∫₀ᴿ w(r) f_i(r) f_j(r) dr.

A separable matrix with m terms, k = 0, ..., m−1, is

S_ij = Σ_k d_k b_k(i) b_k(j),

with real strengths d_k of either sign and real vectors b_k. These vectors are called projectors, as is usual in pseudopotential work, although they need not be normalised or orthogonal. Here m is a number of terms, not a magnetic quantum number.

For a reference state with coefficient vector c, the one-projector Kleinman-Bylander matrix is

K_ij = (Mc)_i (Mc)_j / (cᵀMc).

Rescaling c leaves K unchanged. With the normalised projector Mc/‖Mc‖, the strength is ‖Mc‖²/(cᵀMc).

## The number of terms is at least N

Let R > 0, let w be continuous and positive on [0,R], and let the f_i be continuous and linearly independent there. Then

M = S for some d_k and b_k if and only if N ≤ m.

Two consequences follow. For N ≥ 2, K differs from M for every nonzero c, although Kc = Mc. And for every m, the matrix M in the m+1 powers r, ..., r^(m+1) is not a sum of m separable terms.

## Matrix cost and Kleinman-Bylander comparisons

Applying a stored N × N matrix to a vector takes N² multiplications; applying m separable terms takes about 2mN. The separable form pays off when m is much smaller than N. For a single channel with positive w and a finite independent basis, such a saving always changes the operator.

In a plane-wave code, the radial functions of a channel are r j_l(q_i r), where j_l is a spherical Bessel function and q_i a wave number. Plane waves of equal wave number share one radial function, so N counts distinct wave numbers. For l ≥ 1 the wave number zero is left out, because its radial function vanishes. The costs above are those of the N × N radial matrix, not of the matrix between the plane waves themselves, which can be much larger.

For positive w, a comparison of a semilocal implementation with a one-projector one should therefore expect agreement on the reference state, provided that the basis can represent it, and not equality of the full matrices when N ≥ 2. A difference between the two matrices is not in itself a sign of a programming error.

## Positive expectation values force N terms

Write u(r) = Σ_i c_i f_i(r). Expanding the square gives

∫₀ᴿ w u² dr = Σ_i Σ_j c_i c_j ∫₀ᴿ w f_i f_j dr = cᵀMc.

Let c ≠ 0. By linear independence, u(r₀) ≠ 0 at some r₀ in [0,R]. The integrand w u² is continuous, nowhere negative, and positive at r₀. It is then positive on an interval of nonzero length, so cᵀMc > 0.

Suppose now that M = S with m < N. The conditions

Σ_i b_k(i) c_i = 0, k = 0, ..., m−1,

are m homogeneous linear equations in N unknowns, so they have a solution c ≠ 0. For this c,

(Sc)_i = Σ_k d_k b_k(i) Σ_j b_k(j) c_j = 0.

Hence cᵀMc = cᵀSc = 0, which contradicts cᵀMc > 0. So m ≥ N.

Conversely, M is real and symmetric, so it has orthonormal eigenvectors v_k with eigenvalues λ_k. With the v_k as the columns of U and Λ the diagonal matrix of the λ_k, MU = UΛ and UUᵀ = 1. Therefore M = UΛUᵀ, or

M_ij = Σ_k λ_k v_k(i) v_k(j).

These are N separable terms. If m > N, add m − N terms of zero strength.

For the Kleinman-Bylander matrix, whenever cᵀMc ≠ 0,

(Kc)_i = (Mc)_i Σ_j (Mc)_j c_j / (cᵀMc) = (Mc)_i.

K is a single separable term with strength 1/(cᵀMc) and vector Mc. If it equalled M, the bound would give N ≤ 1.

For the powers, suppose Σ_i c_i r^(i+1) = 0 on all of [0,R]. This polynomial has infinitely many roots, so every c_i is zero. The powers are thus independent, and m+1 of them need at least m+1 terms.

## The bound in Lean 4

```lean
import Mathlib

open Matrix MeasureTheory

namespace SemilocalCost

noncomputable section

variable {N m : ℕ} {R : ℝ} {w : ℝ → ℝ} {f : Fin N → ℝ → ℝ}

/-- The matrix of a semilocal radial potential `w` between the radial functions `f i`:
the integrals of `w * f i * f j` from `0` to `R`. -/
def semilocalMatrix (R : ℝ) (w : ℝ → ℝ) (f : Fin N → ℝ → ℝ) : Matrix (Fin N) (Fin N) ℝ :=
  Matrix.of fun i j => ∫ r in (0 : ℝ)..R, w r * f i r * f j r

/-- A separable matrix with `m` projector vectors `b k` and real strengths `d k`:
the sum of the rank-one terms `d k * b k i * b k j`. -/
def separableMatrix (d : Fin m → ℝ) (b : Fin m → Fin N → ℝ) : Matrix (Fin N) (Fin N) ℝ :=
  Matrix.of fun i j => ∑ k, d k * b k i * b k j

/-- The one-projector Kleinman-Bylander matrix built from `M` and a reference state `c`,
meant for `c ⬝ᵥ M *ᵥ c ≠ 0`. -/
def kleinmanBylander (M : Matrix (Fin N) (Fin N) ℝ) (c : Fin N → ℝ) :
    Matrix (Fin N) (Fin N) ℝ :=
  Matrix.of fun i j => (M *ᵥ c) i * (M *ᵥ c) j / (c ⬝ᵥ M *ᵥ c)

/-- For `0 ≤ R` and `w`, `f i` continuous on `[0, R]`, the quadratic form of the semilocal matrix at
`c` is the integral of `w * u ^ 2` from `0` to `R`, where `u` is the radial function with
coefficients `c` (not necessarily normalised). -/
theorem semilocal_expectation (hR : 0 ≤ R) (hw : ContinuousOn w (Set.Icc 0 R))
    (hf : ∀ i, ContinuousOn (f i) (Set.Icc 0 R)) (c : Fin N → ℝ) :
    c ⬝ᵥ semilocalMatrix R w f *ᵥ c = ∫ r in (0 : ℝ)..R, w r * (∑ i, c i * f i r) ^ 2 := by
  have hcont : ∀ i j, ContinuousOn (fun r => c i * c j * (w r * f i r * f j r))
      (Set.Icc 0 R) :=
    fun i j => continuousOn_const.mul ((hw.mul (hf i)).mul (hf j))
  -- expand the square into a double sum
  have hexp : ∀ r, w r * (∑ i, c i * f i r) ^ 2
      = ∑ i, ∑ j, c i * c j * (w r * f i r * f j r) := by
    intro r
    rw [sq, Finset.sum_mul_sum, Finset.mul_sum]
    refine Finset.sum_congr rfl fun i _ => ?_
    rw [Finset.mul_sum]
    exact Finset.sum_congr rfl fun j _ => by ring
  simp_rw [hexp]
  rw [intervalIntegral.integral_finsetSum fun i _ =>
    (continuousOn_finsetSum _ fun j _ => hcont i j).intervalIntegrable_of_Icc hR]
  simp only [dotProduct, Matrix.mulVec, semilocalMatrix, Matrix.of_apply, Finset.mul_sum]
  refine Finset.sum_congr rfl fun i _ => ?_
  rw [intervalIntegral.integral_finsetSum fun j _ =>
    (hcont i j).intervalIntegrable_of_Icc hR]
  refine Finset.sum_congr rfl fun j _ => ?_
  rw [intervalIntegral.integral_const_mul]
  ring

/-- If `w` is continuous and positive on `[0, R]`, `R > 0`, and the `f i` are continuous and
linearly independent there, every nonzero state has a positive semilocal expectation value. -/
theorem semilocal_pos (hR : 0 < R) (hw : ContinuousOn w (Set.Icc 0 R))
    (hpos : ∀ r ∈ Set.Icc 0 R, 0 < w r) (hf : ∀ i, ContinuousOn (f i) (Set.Icc 0 R))
    (hli : LinearIndependent ℝ (fun (i : Fin N) (r : Set.Icc (0 : ℝ) R) => f i r))
    {c : Fin N → ℝ} (hc : c ≠ 0) : 0 < c ⬝ᵥ semilocalMatrix R w f *ᵥ c := by
  -- the radial function is nonzero at some point
  obtain ⟨r, hr, hne⟩ : ∃ r ∈ Set.Icc 0 R, ∑ i, c i * f i r ≠ 0 := by
    by_contra! h
    exact hc (funext (Fintype.linearIndependent_iff.mp hli c
      (funext fun r => by simpa using h r r.2)))
  rw [semilocal_expectation hR.le hw hf]
  refine intervalIntegral.integral_pos hR ?_ ?_ ⟨r, hr, ?_⟩
  · exact hw.mul ((continuousOn_finsetSum _ fun i _ => continuousOn_const.mul (hf i)).pow 2)
  · exact fun x hx => mul_nonneg (hpos x ⟨hx.1.le, hx.2⟩).le (sq_nonneg _)
  · exact mul_pos (hpos r hr) (by positivity)

/-- A separable matrix with fewer projectors than basis functions annihilates some nonzero
state. -/
theorem exists_missed_state (h : m < N) (d : Fin m → ℝ) (b : Fin m → Fin N → ℝ) :
    ∃ c : Fin N → ℝ, c ≠ 0 ∧ separableMatrix d b *ᵥ c = 0 := by
  -- more unknowns than projections
  obtain ⟨c, hc, hb⟩ : ∃ c : Fin N → ℝ, c ≠ 0 ∧ Matrix.of b *ᵥ c = 0 := by
    by_contra! hno
    have hinj : Function.Injective (Matrix.of b).mulVecLin := by
      rw [← LinearMap.ker_eq_bot, LinearMap.ker_eq_bot']
      intro c hc
      by_contra h0
      exact hno c h0 hc
    have hle := LinearMap.finrank_le_finrank_of_injective hinj
    simp only [Module.finrank_fin_fun] at hle
    omega
  refine ⟨c, hc, funext fun i => ?_⟩
  calc (separableMatrix d b *ᵥ c) i = ∑ k, d k * b k i * (Matrix.of b *ᵥ c) k := by
        simp only [separableMatrix, Matrix.mulVec, dotProduct, Matrix.of_apply,
          Finset.sum_mul, Finset.mul_sum]
        rw [Finset.sum_comm]
        exact Finset.sum_congr rfl fun k _ => Finset.sum_congr rfl fun j _ => by ring
    _ = 0 := by simp [hb]

/-- Every real symmetric `N × N` matrix is separable with `N` projectors. -/
theorem symmetric_eq_separable (M : Matrix (Fin N) (Fin N) ℝ) (hM : M.IsHermitian) :
    ∃ (d : Fin N → ℝ) (b : Fin N → Fin N → ℝ), M = separableMatrix d b := by
  -- the columns of U are the orthonormal eigenvectors
  let U : Matrix (Fin N) (Fin N) ℝ := Matrix.of fun i k => (hM.eigenvectorBasis k).ofLp i
  have hUU : Uᵀ * U = 1 := by
    ext j k
    have h := orthonormal_iff_ite.mp hM.eigenvectorBasis.orthonormal j k
    rw [PiLp.inner_apply] at h
    simpa [U, Matrix.mul_apply, Matrix.one_apply, mul_comm] using h
  have hUU' : U * Uᵀ = 1 := mul_eq_one_comm.mp hUU
  have hMU : M * U = U * Matrix.diagonal hM.eigenvalues := by
    ext i k
    rw [Matrix.mul_diagonal]
    refine (congrFun (hM.mulVec_eigenvectorBasis k) i).trans ?_
    simp [U, mul_comm]
  have hdec : M = U * Matrix.diagonal hM.eigenvalues * Uᵀ := by
    rw [← hMU, Matrix.mul_assoc, hUU', Matrix.mul_one]
  refine ⟨hM.eigenvalues, fun k i => U i k, ?_⟩
  ext i j
  refine (congrFun (congrFun hdec i) j).trans ?_
  rw [Matrix.mul_apply]
  simp only [Matrix.mul_diagonal, Matrix.transpose_apply, separableMatrix, Matrix.of_apply]
  exact Finset.sum_congr rfl fun k _ => by ring

/-- Cost of the semilocal operator: for `w` continuous and positive on `[0, R]`, `R > 0`, and `N`
radial functions continuous and linearly independent there, the semilocal matrix can be written with
`m` separable terms exactly when `N ≤ m`. -/
theorem semilocal_separable_iff (hR : 0 < R) (hw : ContinuousOn w (Set.Icc 0 R))
    (hpos : ∀ r ∈ Set.Icc 0 R, 0 < w r) (hf : ∀ i, ContinuousOn (f i) (Set.Icc 0 R))
    (hli : LinearIndependent ℝ (fun (i : Fin N) (r : Set.Icc (0 : ℝ) R) => f i r)) :
    (∃ (d : Fin m → ℝ) (b : Fin m → Fin N → ℝ),
      semilocalMatrix R w f = separableMatrix d b) ↔ N ≤ m := by
  constructor
  · rintro ⟨d, b, hM⟩
    by_contra hlt
    -- a state missed by all projectors would have zero expectation value
    obtain ⟨c, hc, h0⟩ := exists_missed_state (not_le.mp hlt) d b
    have hp := semilocal_pos hR hw hpos hf hli hc
    rw [hM, h0, dotProduct_zero] at hp
    exact lt_irrefl _ hp
  · intro h
    obtain ⟨t, rfl⟩ := Nat.exists_eq_add_of_le h
    have hsymm : (semilocalMatrix R w f).IsHermitian := by
      refine Matrix.IsHermitian.ext fun i j => ?_
      simp only [semilocalMatrix, Matrix.of_apply, star_trivial]
      exact intervalIntegral.integral_congr fun r _ => mul_right_comm _ _ _
    obtain ⟨d, b, hM⟩ := symmetric_eq_separable _ hsymm
    -- fill up with terms of zero strength
    refine ⟨Fin.append d (fun _ => 0), Fin.append b (fun _ => 0), ?_⟩
    rw [hM]
    ext i j
    simp [separableMatrix, Fin.sum_univ_add]

/-- The Kleinman-Bylander matrix acts on its reference state `c` as `M` does, provided the
expectation value of `M` in `c` is nonzero. -/
theorem kleinmanBylander_reference (M : Matrix (Fin N) (Fin N) ℝ) (c : Fin N → ℝ)
    (h : c ⬝ᵥ M *ᵥ c ≠ 0) : kleinmanBylander M c *ᵥ c = M *ᵥ c := by
  ext i
  calc (kleinmanBylander M c *ᵥ c) i
      = ∑ j, (M *ᵥ c) i * (M *ᵥ c) j / (c ⬝ᵥ M *ᵥ c) * c j := rfl
    _ = (M *ᵥ c) i / (c ⬝ᵥ M *ᵥ c) * ∑ j, c j * (M *ᵥ c) j := by
        rw [Finset.mul_sum]
        exact Finset.sum_congr rfl fun j _ => by ring
    _ = (M *ᵥ c) i := div_mul_cancel₀ _ h

/-- For a continuous positive `w` on `[0, R]`, `R > 0`, and at least two continuous, linearly
independent radial functions on `[0, R]`, the Kleinman-Bylander matrix of any nonzero reference
state has a positive denominator and differs from the semilocal matrix. -/
theorem kleinmanBylander_ne_semilocal (hR : 0 < R) (hw : ContinuousOn w (Set.Icc 0 R))
    (hpos : ∀ r ∈ Set.Icc 0 R, 0 < w r) (hf : ∀ i, ContinuousOn (f i) (Set.Icc 0 R))
    (hli : LinearIndependent ℝ (fun (i : Fin N) (r : Set.Icc (0 : ℝ) R) => f i r))
    (hN : 2 ≤ N) {c : Fin N → ℝ} (hc : c ≠ 0) :
    0 < c ⬝ᵥ semilocalMatrix R w f *ᵥ c ∧
      kleinmanBylander (semilocalMatrix R w f) c ≠ semilocalMatrix R w f := by
  refine ⟨semilocal_pos hR hw hpos hf hli hc, fun h => ?_⟩
  have h1 : N ≤ 1 := (semilocal_separable_iff hR hw hpos hf hli).mp
    ⟨fun _ => 1 / (c ⬝ᵥ semilocalMatrix R w f *ᵥ c), fun _ => semilocalMatrix R w f *ᵥ c,
      h.symm.trans (by
        ext i j
        simp only [kleinmanBylander, separableMatrix, Matrix.of_apply, Finset.univ_unique,
          Finset.sum_singleton]
        ring)⟩
  omega

/-- The radial powers `r, r^2, ..., r^N` are linearly independent on `[0, R]` for `R > 0`. -/
theorem powers_linearIndependent (hR : 0 < R) :
    LinearIndependent ℝ
      (fun (i : Fin N) (r : Set.Icc (0 : ℝ) R) => (r : ℝ) ^ (i.val + 1)) := by
  rw [Fintype.linearIndependent_iff]
  intro c hc i
  let p : Polynomial ℝ := ∑ j : Fin N, Polynomial.monomial (j.val + 1) (c j)
  -- a polynomial vanishing on an interval is zero
  have hp : p = 0 := by
    refine Polynomial.eq_zero_of_infinite_isRoot p ((Set.Icc_infinite hR).mono fun r hr => ?_)
    have h := congrFun hc ⟨r, hr⟩
    change p.eval r = 0
    simpa [p, Polynomial.eval_finsetSum] using h
  have h := congrArg (fun q => Polynomial.coeff q (i.val + 1)) hp
  simpa [p, Polynomial.finsetSum_coeff, Polynomial.coeff_monomial, Fin.val_inj] using h

/-- For `w` continuous and positive on `[0, R]`, `R > 0`, and any number `m` of projectors, the
semilocal matrix in the radial powers `r, ..., r^(m+1)` is not a sum of `m` separable terms. -/
theorem powers_not_separable (hR : 0 < R) (hw : ContinuousOn w (Set.Icc 0 R))
    (hpos : ∀ r ∈ Set.Icc 0 R, 0 < w r) (d : Fin m → ℝ) (b : Fin m → Fin (m + 1) → ℝ) :
    semilocalMatrix R w (fun (i : Fin (m + 1)) r => r ^ (i.val + 1)) ≠ separableMatrix d b := by
  intro h
  have hle : m + 1 ≤ m := (semilocal_separable_iff hR hw hpos
    (fun i => (continuous_pow (i.val + 1)).continuousOn)
    (powers_linearIndependent hR)).mp ⟨d, b, h⟩
  omega

end

end SemilocalCost
```

```lean
#print axioms SemilocalCost.semilocal_separable_iff
#print axioms SemilocalCost.kleinmanBylander_reference
#print axioms SemilocalCost.kleinmanBylander_ne_semilocal
#print axioms SemilocalCost.powers_not_separable
```

```
'SemilocalCost.semilocal_separable_iff' depends on axioms: [propext, Classical.choice, Quot.sound]
'SemilocalCost.kleinmanBylander_reference' depends on axioms: [propext, Classical.choice, Quot.sound]
'SemilocalCost.kleinmanBylander_ne_semilocal' depends on axioms: [propext, Classical.choice, Quot.sound]
'SemilocalCost.powers_not_separable' depends on axioms: [propext, Classical.choice, Quot.sound]
```

## Exact equality for positive w, without an error estimate

The main theorem is `semilocal_separable_iff`. Its left side says that there are strengths `d : Fin m → ℝ` and vectors `b : Fin m → Fin N → ℝ` for which `semilocalMatrix R w f = separableMatrix d b`; its right side is `N ≤ m`. The type `Fin N` supplies the indices 0 to N−1. The hypotheses `hw`, `hpos` and `hf` state continuity of w, positivity of w and continuity of the basis functions on the closed interval `Set.Icc 0 R`. The hypothesis `hli` states linear independence of the functions restricted to that interval, so their values beyond R play no part.

The lemmas match the derivation as follows.

- `semilocal_expectation` expands the square and exchanges the finite sums with the integral; continuity supplies the integrability this needs.
- `semilocal_pos` extracts the point r₀ from linear independence and applies `intervalIntegral.integral_pos`.
- `exists_missed_state` solves the homogeneous equations. If only c = 0 were a solution, the map from c to its m projections would be injective, and comparing dimensions would give N ≤ m.
- `symmetric_eq_separable` builds U from Mathlib's eigenvector basis and proves M = UΛUᵀ. The main theorem then uses `Fin.append` to add the terms of zero strength.
- `kleinmanBylander_reference` is the calculation of Kc, for any real matrix with a nonzero denominator. `kleinmanBylander_ne_semilocal` also shows that the denominator is positive for the semilocal matrix, and applies the main theorem with m = 1.
- `powers_linearIndependent` is the polynomial argument, and `powers_not_separable` combines it with the main theorem.

The step left to the user is the identification of w with an actual channel difference. Such a difference usually goes to zero at the core radius and may change sign, whereas `hpos` demands positivity up to and including R. If w is positive below R and zero only at R, the bound still holds: u is continuous, so r₀ can be chosen below R, and the rest of the derivation is unchanged. The Lean theorems do not cover this case. If w is negative throughout, the result can be applied to −w, with all strengths reversed. If w changes sign, the bound can fail: for N = 1 and ∫₀ᴿ w f_0² dr = 0, the matrix is zero and needs no terms.

The matrix elements are true integrals. A quadrature with Q points replaces M by a sum of Q separable terms, one for each grid point, so a coarse grid with Q < N produces a matrix that violates the bound.

The theorem concerns equality of matrices and gives no estimate of how well m < N terms approximate M. If the basis is orthonormal and all but a few eigenvalues of M are very small, a few terms may already be accurate enough for a given calculation. In other bases a small eigenvalue may only reflect how the functions are scaled.
